# Every mirror of a plane lattice fixes one vector of some primitive basis and reverses the other up to a multiple of the first

A mirror of a plane lattice, written in a primitive basis, is here a 2×2 integer matrix `M` with square 1 and determinant −1; no metric enters, so the reflection may be oblique. `exists_adapted_basis` states that there are an integer matrix `U` of determinant 1 and an integer `k` with `M * U = U * !![1, k; 0, -1]`. The columns of `U` are then a primitive basis whose first vector the mirror fixes and whose second it sends to its negative plus `k` times the first. The proof takes a nonzero fixed vector from a column of `M + 1`, divides it by the greatest common divisor of its entries, and completes it to a basis with Bézout coefficients.

An attempt in Lean 4 with a fault in it:

```lean
import Mathlib

open Matrix

namespace PlaneLatticeMirrors

noncomputable section

variable {M U V T D : Matrix (Fin 2) (Fin 2) ℤ}

/-- A lattice mirror, written in a primitive basis: an integer matrix that squares to the
identity and has determinant `-1`. -/
def IsLatticeMirror (M : Matrix (Fin 2) (Fin 2) ℤ) : Prop := M * M = 1 ∧ M.det = -1

/-- Lattice mirrors are exactly the integer matrices with rows `(a, b)` and `(c, -a)`
for which `a² + bc = 1`. -/
theorem isLatticeMirror_iff_entries :
    IsLatticeMirror M ↔ ∃ a b c : ℤ, M = !![a, b; c, -a] ∧ a * a + b * c = 1 := by
  constructor
  · rintro ⟨h, hd⟩
    have h00 := congrFun (congrFun h 0) 0
    have h11 := congrFun (congrFun h 1) 1
    simp only [Matrix.mul_apply, Fin.sum_univ_two, Matrix.one_apply_eq] at h00 h11
    rw [Matrix.det_fin_two] at hd
    -- the square of the trace vanishes
    have hs : (M 0 0 + M 1 1) ^ 2 = 0 := by linear_combination h00 + h11 + 2 * hd
    have ht : M 0 0 + M 1 1 = 0 := (pow_eq_zero_iff two_ne_zero).mp hs
    have h' : M 1 1 = -M 0 0 := by linarith
    refine ⟨M 0 0, M 0 1, M 1 0, ?_, h00⟩
    rw [← h']
    exact Matrix.eta_fin_two M
  · rintro ⟨a, b, c, rfl, h⟩
    constructor
    · rw [Matrix.mul_fin_two, Matrix.one_fin_two, h,
        show a * b + b * -a = 0 by ring, show c * a + -a * c = 0 by ring,
        show c * b + -a * -a = 1 by linear_combination h]
    · rw [Matrix.det_fin_two_of]
      linear_combination -h

/-- Every lattice mirror has a primitive basis whose first vector is fixed and whose second
vector is reversed up to an integer multiple `k` of the first. -/
theorem exists_adapted_basis (h : IsLatticeMirror M) :
    ∃ (U : Matrix (Fin 2) (Fin 2) ℤ) (k : ℤ), U.det = 1 ∧ M * U = U * !![1, k; 0, -1] := by
  obtain ⟨a, b, c, rfl, h⟩ := isLatticeMirror_iff_entries.mp h
  -- a nonzero column of `M + 1` is a fixed lattice vector
  obtain ⟨u, v, hne, h1, h2⟩ : ∃ u v : ℤ, ¬(u = 0 ∧ v = 0) ∧
      a * u + b * v = u ∧ c * u + -a * v = v := by
    by_cases h0 : a + 1 = 0 ∧ c = 0
    · obtain ⟨ha, hc⟩ := h0
      have ha' : a = -1 := by linarith
      subst ha' hc
      exact ⟨b, 2, by omega, by ring, by ring⟩
    · exact ⟨a + 1, c, h0, by linear_combination h, by ring⟩
  -- divide by the greatest common divisor
  obtain ⟨g, p, q, A, B, hu, hv, hg⟩ : ∃ g p q A B : ℤ,
      u = g * p ∧ v = g * q ∧ g = u * A + v * B := by
    obtain ⟨p, hp⟩ : (Int.gcd u v : ℤ) ∣ u := Int.gcd_dvd_left ..
    obtain ⟨q, hq⟩ : (Int.gcd u v : ℤ) ∣ v := Int.gcd_dvd_right ..
    exact ⟨_, p, q, _, _, hp, hq, Int.gcd_eq_gcd_ab u v⟩
  have hg0 : g ≠ 0 := by
    intro h0
    exact hne ⟨by rw [hu, h0, zero_mul], by rw [hv, h0, zero_mul]⟩
  rw [hu, hv] at h1 h2 hg
  have E1 : a * p + b * q = p := mul_left_cancel₀ hg0 (by linear_combination h1)
  have E2 : c * p + -a * q = q := mul_left_cancel₀ hg0 (by linear_combination h2)
  have E : p * A + q * B = 1 := mul_left_cancel₀ hg0 (by linear_combination -hg)
  -- the Bézout coefficients supply the second basis vector `(x, y)`
  obtain ⟨x, y, E3⟩ : ∃ x y : ℤ, p * y - q * x = 1 := ⟨-B, A, by linear_combination E⟩
  obtain ⟨k, hk⟩ : ∃ k : ℤ, k = 2 * a * x * y + b * y ^ 2 - c * x ^ 2 := ⟨_, rfl⟩
  refine ⟨!![p, x; q, y], k, ?_, ?_⟩
  · rw [Matrix.det_fin_two_of]
    linear_combination E3
  · have e1 : a * p + b * q = p * 1 + x * 0 := by linear_combination E1
    have e2 : a * x + b * y = p * k + x * -1 := by
      linear_combination -p * hk - ((1 + a) * x + b * y) * E3 - x * y * E1 + x ^ 2 * E2
    have e3 : c * p + -a * q = q * 1 + y * 0 := by linear_combination E2
    have e4 : c * x + -a * y = q * k + y * -1 := by
      linear_combination -q * hk - (c * x + (1 - a) * y) * E3 - y ^ 2 * E1 + x * y * E2
    rw [Matrix.mul_fin_two, Matrix.mul_fin_two, e1, e2, e3, e4]

end

end PlaneLatticeMirrors
```

The compiler's answer:

```
Main.lean:53:49: warning: this constant has no effect on the linear combination; it can be dropped from the term
Main.lean:53:30: error: ring failed, ring expressions not equal
a b c : ℤ
h✝ : a * a + b * c = 1
h : IsLatticeMirror !![a, b; c, -a]
h0 : ¬(a + 1 = 0 ∧ c = 0)
⊢ -1 + a ^ 2 + b * c = 0
```

Diagnosis. The error arises where the first column of `M + 1`, `(a + 1, c)`, is shown to be fixed. Its first equation, `a * (a + 1) + b * c = a + 1`, is just `a * a + b * c = 1` rearranged, and `linear_combination h` was meant to use that relation.

But two hypotheses were called `h`. The `rfl` pattern replaces `M` by its entries, also inside the older `h`, and the context in the message lists that one last, as `h : IsLatticeMirror !![a, b; c, -a]`. The relation between the entries has become `h✝`, which the name `h` no longer reaches.

`IsLatticeMirror` is a conjunction and not an equation, so `linear_combination` took `h` for a constant, which adds the same thing to both sides; hence the warning that it has no effect. `ring` was left to prove `-1 + a ^ 2 + b * c = 0` unaided, and this is no identity in `a`, `b` and `c`.

The diff names the relation `habc`, so that nothing hides it, and passes `habc` to `linear_combination`, which supplies exactly the missing equation.

The repair, with which the file compiles:

```diff
@@ -42,5 +42,5 @@
 theorem exists_adapted_basis (h : IsLatticeMirror M) :
     ∃ (U : Matrix (Fin 2) (Fin 2) ℤ) (k : ℤ), U.det = 1 ∧ M * U = U * !![1, k; 0, -1] := by
-  obtain ⟨a, b, c, rfl, h⟩ := isLatticeMirror_iff_entries.mp h
+  obtain ⟨a, b, c, rfl, habc⟩ := isLatticeMirror_iff_entries.mp h
   -- a nonzero column of `M + 1` is a fixed lattice vector
   obtain ⟨u, v, hne, h1, h2⟩ : ∃ u v : ℤ, ¬(u = 0 ∧ v = 0) ∧
@@ -51,5 +51,5 @@
       subst ha' hc
       exact ⟨b, 2, by omega, by ring, by ring⟩
-    · exact ⟨a + 1, c, h0, by linear_combination h, by ring⟩
+    · exact ⟨a + 1, c, h0, by linear_combination habc, by ring⟩
   -- divide by the greatest common divisor
   obtain ⟨g, p, q, A, B, hu, hv, hg⟩ : ∃ g p q A B : ℤ,
```
